# Hardy's inequality and the critical coupling 1/4 of the inverse-square potential

For every real C¹ function $\psi$ with compact support inside $(0,\infty)$,

$$\int_0^\infty \frac{\psi^2}{x^2}\,dx \;\le\; 4\int_0^\infty \psi'^2\,dx .$$

In units where $\hbar^2/2m=1$, the energy of these trial states in the potential $-g/x^2$ is therefore nonnegative for $g\le 1/4$. For $g>1/4$ the mean energy, which is the energy divided by $\int\psi^2$, has no lower bound: squeezing a trial state of negative energy towards the origin lowers it without limit. This is the square-integral case of Hardy's inequality, for smooth enough functions that stay away from the origin.

```lean
import Mathlib

open MeasureTheory Set

namespace InverseSquareHardy

noncomputable section
```

Mathlib supplies the calculus. The `open` line lets integrals and intervals be written with short names.

## Trial states and their energy

```lean
/-- A trial state on the half-line: a real C¹ function with compact support inside `(0, ∞)`. -/
structure Admissible (ψ : ℝ → ℝ) : Prop where
  smooth : ContDiff ℝ 1 ψ
  compact : HasCompactSupport ψ
  away : tsupport ψ ⊆ Ioi 0
```

`Admissible ψ` bundles three conditions: $\psi$ is C¹, its support is compact, and that support lies in $(0,\infty)$. Here `tsupport ψ` is the closure of the set where $\psi\neq0$, and `Ioi 0` is $(0,\infty)$. Lean's $\psi$ is defined on the whole line; the conditions on its support make it vanish for $x\le 0$ and near the origin.

```lean
/-- The energy of `ψ` in the attractive potential `-g / x²` on the half-line,
in units where the kinetic energy is the integral of `ψ'²`. -/
def energy (g : ℝ) (ψ : ℝ → ℝ) : ℝ :=
  ∫ x in Ioi (0 : ℝ), (deriv ψ x ^ 2 - g * ψ x ^ 2 / x ^ 2)
```

This is $E_g(\psi)=\int_0^\infty(\psi'^2-g\psi^2/x^2)\,dx$, in units where $\hbar^2/2m=1$. The dimensionless $g$ is the strength of the attraction relative to the kinetic term. The state is not normalised; the mean energy is $E_g(\psi)/\int\psi^2$.

For one particle in three dimensions in a central potential $-\gamma/r^2$, the reduced radial function of angular momentum $\ell$ has this energy with $g=\gamma-\ell(\ell+1)$. The theorems concern this quadratic form on trial states, not the choice of a self-adjoint Hamiltonian or its spectrum.

```lean
/-- The trial function `√x η(log x / L)`: an envelope `η` on the logarithmic scale,
stretched by `L`. -/
def logTrial (L : ℝ) (η : ℝ → ℝ) (x : ℝ) : ℝ := √x * η (Real.log x / L)
```

For an envelope $\eta$ and a width $L>0$, this is $\sqrt{x}\,\eta(\log x/L)$. It will provide the states of negative energy.

## Completing the square

```lean
variable {ψ : ℝ → ℝ}

/-- Every quadratic expression in `ψ'` and `ψ / x` is integrable for a trial state. -/
theorem integrable_quadratic (h : Admissible ψ) (a b c : ℝ) :
    Integrable (fun x => a * deriv ψ x ^ 2 + b * (ψ x * deriv ψ x / x)
      + c * (ψ x ^ 2 / x ^ 2)) := by
  have hc : ContinuousOn (fun x => a * deriv ψ x ^ 2 + b * (ψ x * deriv ψ x / x)
      + c * (ψ x ^ 2 / x ^ 2)) (tsupport ψ) := by
    have c1 : Continuous ψ := h.smooth.continuous
    have c2 : Continuous (deriv ψ) := h.smooth.continuous_deriv le_rfl
    generalize deriv ψ = d at c2 ⊢
    intro x hx
    have hx0 : x ≠ 0 := (mem_Ioi.1 (h.away hx)).ne'
    apply ContinuousAt.continuousWithinAt
    fun_prop (disch := simpa using hx0)
  refine (integrableOn_iff_integrable_of_support_subset ?_).1
    (hc.integrableOn_compact h.compact.isCompact)
  intro x hx
  by_contra hn
  have h1 : ψ x = 0 := image_eq_zero_of_notMem_tsupport hn
  have h2 : deriv ψ x = 0 := by
    by_contra h3
    exact hn (support_deriv_subset h3)
  exact hx (by simp [h1, h2])
```

In a Lean theorem the hypotheses stand before the main colon, the claim after it, and the proof after `:=`. Here `h` is the hypothesis that $\psi$ is a trial state, and the claim is that $a\psi'^2+b\,\psi\psi'/x+c\,\psi^2/x^2$ is integrable for all real $a,b,c$. On the support $x\ne0$, so the expression is continuous on a compact set; elsewhere it is zero.

```lean
/-- The derivative of `ψ² / (2x)` integrates to zero over the half-line. -/
theorem integral_boundary (h : Admissible ψ) :
    ∫ x in Ioi (0 : ℝ), (ψ x * deriv ψ x / x - ψ x ^ 2 / (2 * x ^ 2)) = 0 := by
  have hz : ∀ x, x ∉ tsupport ψ → ψ x = 0 := fun x hx => image_eq_zero_of_notMem_tsupport hx
  have hd : ∀ x, HasDerivAt (fun y => ψ y * ψ y / (2 * y))
      (ψ x * deriv ψ x / x - ψ x ^ 2 / (2 * x ^ 2)) x := by
    intro x
    by_cases hx : x ∈ tsupport ψ
    · have hx0 : x ≠ 0 := (mem_Ioi.1 (h.away hx)).ne'
      have h1 := (h.smooth.differentiable (by simp) x).hasDerivAt
      have h2 := (h1.fun_mul h1).fun_div ((hasDerivAt_id' x).const_mul 2)
        (mul_ne_zero two_ne_zero hx0)
      refine h2.congr_deriv ?_
      field_simp
      ring
    · have he : (fun y => ψ y * ψ y / (2 * y)) =ᶠ[nhds x] fun _ => (0 : ℝ) := by
        filter_upwards [notMem_tsupport_iff_eventuallyEq.1 hx] with y hy
        simp [hy]
      refine ((hasDerivAt_const x (0 : ℝ)).congr_of_eventuallyEq he).congr_deriv ?_
      simp [hz x hx]
  have hi : Integrable (fun x => ψ x * deriv ψ x / x - ψ x ^ 2 / (2 * x ^ 2)) :=
    (integrable_quadratic h 0 1 (-1 / 2)).congr
      (Filter.Eventually.of_forall fun x => by beta_reduce; ring)
  have hF : Integrable (fun y => ψ y * ψ y / (2 * y)) := by
    refine Continuous.integrable_of_hasCompactSupport
      (continuous_iff_continuousAt.2 fun x => (hd x).continuousAt) ?_
    exact HasCompactSupport.intro h.compact.isCompact (fun x hx => by simp [hz x hx])
  rw [setIntegral_eq_integral_of_forall_compl_eq_zero]
  · exact integral_eq_zero_of_hasDerivAt_of_integrable hd hi hF
  · intro x hx
    simp [hz x (fun hm => hx (h.away hm))]
```

By hand,

$$\frac{d}{dx}\frac{\psi^2}{2x}=\frac{\psi\psi'}{x}-\frac{\psi^2}{2x^2},$$

and $\psi^2/(2x)$ vanishes near $0$ and at large $x$, so the integral is zero. In the proof, `hd` establishes the derivative at every point, by the quotient rule on the support and trivially off it. A Mathlib theorem then integrates the derivative over the whole line.

```lean
/-- Completing the square: the energy is the integral of `(ψ' - ψ/(2x))²` plus
`1/4 - g` times the integral of `ψ²/x²`. -/
theorem energy_eq (h : Admissible ψ) (g : ℝ) :
    energy g ψ = (∫ x in Ioi (0 : ℝ), (deriv ψ x - ψ x / (2 * x)) ^ 2)
      + (1 / 4 - g) * ∫ x in Ioi (0 : ℝ), ψ x ^ 2 / x ^ 2 := by
  have i1 : Integrable (fun x => (deriv ψ x - ψ x / (2 * x)) ^ 2)
      (volume.restrict (Ioi 0)) :=
    ((integrable_quadratic h 1 (-1) (1 / 4)).congr
      (Filter.Eventually.of_forall fun x => by beta_reduce; ring)).integrableOn
  have i2 : Integrable (fun x => (1 / 4 - g) * (ψ x ^ 2 / x ^ 2))
      (volume.restrict (Ioi 0)) :=
    ((integrable_quadratic h 0 0 (1 / 4 - g)).congr
      (Filter.Eventually.of_forall fun x => by beta_reduce; ring)).integrableOn
  have i3 : Integrable (fun x => ψ x * deriv ψ x / x - ψ x ^ 2 / (2 * x ^ 2))
      (volume.restrict (Ioi 0)) :=
    ((integrable_quadratic h 0 1 (-1 / 2)).congr
      (Filter.Eventually.of_forall fun x => by beta_reduce; ring)).integrableOn
  have i12 : Integrable (fun x => (deriv ψ x - ψ x / (2 * x)) ^ 2
      + (1 / 4 - g) * (ψ x ^ 2 / x ^ 2)) (volume.restrict (Ioi 0)) := i1.add i2
  -- the integrand is the sum of a square, a multiple of `ψ²/x²`, and a total derivative
  have e : (fun x => deriv ψ x ^ 2 - g * ψ x ^ 2 / x ^ 2) = fun x =>
      ((deriv ψ x - ψ x / (2 * x)) ^ 2 + (1 / 4 - g) * (ψ x ^ 2 / x ^ 2))
        + (ψ x * deriv ψ x / x - ψ x ^ 2 / (2 * x ^ 2)) := by
    funext x
    ring
  unfold energy
  rw [e, integral_add i12 i3, integral_add i1 i2, integral_const_mul,
    integral_boundary h, add_zero]
```

Expanding the square gives

$$\psi'^2-\frac{g\psi^2}{x^2}=\Big(\psi'-\frac{\psi}{2x}\Big)^2+\Big(\frac14-g\Big)\frac{\psi^2}{x^2}+\Big(\frac{\psi\psi'}{x}-\frac{\psi^2}{2x^2}\Big).$$

The last bracket integrates to zero, which leaves

$$E_g(\psi)=\int_0^\infty\Big(\psi'-\frac{\psi}{2x}\Big)^2dx+\Big(\frac14-g\Big)\int_0^\infty\frac{\psi^2}{x^2}\,dx .$$

The facts `i1`, `i2` and `i3` justify splitting the integral, and `e` is the pointwise identity, checked by `ring`.

## The inequality and the stable couplings

```lean
/-- Hardy's inequality: the integral of `ψ²/x²` is at most four times that of `ψ'²`. -/
theorem hardy_inequality (h : Admissible ψ) :
    ∫ x in Ioi (0 : ℝ), ψ x ^ 2 / x ^ 2 ≤ 4 * ∫ x in Ioi (0 : ℝ), deriv ψ x ^ 2 := by
  have h1 := energy_eq h 0
  have h2 : energy 0 ψ = ∫ x in Ioi (0 : ℝ), deriv ψ x ^ 2 := by simp [energy]
  have h3 : 0 ≤ ∫ x in Ioi (0 : ℝ), (deriv ψ x - ψ x / (2 * x)) ^ 2 :=
    integral_nonneg fun x => sq_nonneg _
  linarith
```

Set $g=0$. The energy is then $\int\psi'^2$, and dropping the nonnegative square leaves $\int\psi'^2\ge\frac14\int\psi^2/x^2$. The tactic `linarith` does this last step.

As a numerical instance, take $\psi=x\,u$ with $u=(x-1)^2(2-x)^2$ on $[1,2]$ and zero elsewhere. Then $\int\psi^2/x^2=\int u^2=1/630$. Integrating the cross term by parts gives $\int\psi'^2=\int x^2u'^2=28/630$. The inequality reads $1/630\le112/630$. This particular state has negative energy only for $g>28$, so finding the threshold takes better trial functions.

```lean
/-- For coupling `g ≤ 1/4` every trial state has nonnegative energy. -/
theorem energy_nonneg (h : Admissible ψ) {g : ℝ} (hg : g ≤ 1 / 4) : 0 ≤ energy g ψ := by
  rw [energy_eq h g]
  exact add_nonneg (integral_nonneg fun x => sq_nonneg _)
    (mul_nonneg (by linarith) (integral_nonneg fun x => by positivity))
```

For $g\le1/4$ both terms of the completed square are nonnegative, and the proof adds them.

## Squeezing and stretching trial states

```lean
/-- A function that is C¹ on the open half-line and vanishes off a compact subset of it
is a trial state. -/
theorem admissible_of_compact {φ : ℝ → ℝ} {K : Set ℝ} (hK : IsCompact K) (hpos : K ⊆ Ioi 0)
    (h0 : ∀ x, x ∉ K → φ x = 0) (hs : ∀ x, 0 < x → ContDiffAt ℝ 1 φ x) : Admissible φ := by
  have hsub : tsupport φ ⊆ K :=
    closure_minimal (fun x hx => by_contra fun hn => hx (h0 x hn)) hK.isClosed
  refine ⟨contDiff_iff_contDiffAt.2 fun x => ?_, HasCompactSupport.intro hK h0,
    hsub.trans hpos⟩
  by_cases hx : x ∈ tsupport φ
  · exact hs x (hpos (hsub hx))
  · exact (contDiffAt_const (c := (0 : ℝ))).congr_of_eventuallyEq
      (notMem_tsupport_iff_eventuallyEq.1 hx)
```

This lemma recognises trial states: a function that is C¹ at every $x>0$ and vanishes outside a compact $K\subset(0,\infty)$ is admissible.

```lean
/-- Squeezing a trial state by a factor `l > 0` gives a trial state whose energy is
multiplied by `l` and whose squared norm is divided by `l`. -/
theorem dilation (h : Admissible ψ) (g : ℝ) {l : ℝ} (hl : 0 < l) :
    Admissible (fun x => ψ (l * x)) ∧ energy g (fun x => ψ (l * x)) = l * energy g ψ ∧
      ∫ x in Ioi (0 : ℝ), ψ (l * x) ^ 2 = l⁻¹ * ∫ x in Ioi (0 : ℝ), ψ x ^ 2 := by
  refine ⟨?_, ?_, ?_⟩
  · refine admissible_of_compact (K := (fun y => y / l) '' tsupport ψ)
      (h.compact.isCompact.image (by fun_prop)) ?_ ?_ ?_
    · rintro _ ⟨y, hy, rfl⟩
      exact div_pos (mem_Ioi.1 (h.away hy)) hl
    · intro x hx
      refine image_eq_zero_of_notMem_tsupport fun hm => hx ⟨l * x, hm, ?_⟩
      show l * x / l = x
      field_simp
    · intro x _
      exact (h.smooth.comp (contDiff_const.mul contDiff_id)).contDiffAt
  · have hd : ∀ x, deriv (fun y => ψ (l * y)) x = l * deriv ψ (l * x) := by
      intro x
      have h1 := (h.smooth.differentiable (by simp) (l * x)).hasDerivAt
      have h2 := h1.comp x ((hasDerivAt_id' x).const_mul l)
      exact h2.deriv.trans (by ring)
    have k := integral_comp_mul_left_Ioi
      (fun y => l ^ 2 * (deriv ψ y ^ 2 - g * ψ y ^ 2 / y ^ 2)) 0 hl
    rw [mul_zero, smul_eq_mul] at k
    refine Eq.trans ?_ (k.trans ?_)
    · unfold energy
      refine setIntegral_congr_fun measurableSet_Ioi fun x hx => ?_
      have hx0 : x ≠ 0 := (mem_Ioi.1 hx).ne'
      simp only [hd]
      field_simp
    · rw [integral_const_mul]
      change l⁻¹ * (l ^ 2 * energy g ψ) = l * energy g ψ
      field_simp
  · have k := integral_comp_mul_left_Ioi (fun y => ψ y ^ 2) 0 hl
    rw [mul_zero, smul_eq_mul] at k
    exact k
```

Let $\varphi(x)=\psi(lx)$ with $l>0$, and put $y=lx$. Then $\varphi'(x)=l\,\psi'(y)$, $1/x^2=l^2/y^2$ and $dx=dy/l$, so

$$E_g(\varphi)=l\,E_g(\psi),\qquad \int_0^\infty\varphi^2\,dx=\frac1l\int_0^\infty\psi^2\,dx .$$

The mean energy, $E_g$ divided by the squared norm, is therefore multiplied by $l^2$. The three parts of the proof treat admissibility, energy and norm; `hd` is the chain rule.

```lean
/-- The logarithmic trial function is a trial state, and its energy is
`(∫ η'²) / L - (g - 1/4) L ∫ η²`. -/
theorem logTrial_energy {η : ℝ → ℝ} (hη : ContDiff ℝ 1 η) (hc : HasCompactSupport η)
    {L : ℝ} (hL : 0 < L) (g : ℝ) :
    Admissible (logTrial L η) ∧ energy g (logTrial L η)
      = (∫ t, deriv η t ^ 2) / L - (g - 1 / 4) * L * ∫ t, η t ^ 2 := by
  have hlog : ∀ x : ℝ, 0 < x → Real.exp (L * (Real.log x / L)) = x := by
    intro x hx
    have e : L * (Real.log x / L) = Real.log x := by field_simp
    rw [e, Real.exp_log hx]
  have hadm : Admissible (logTrial L η) := by
    refine admissible_of_compact (K := (fun t => Real.exp (L * t)) '' tsupport η)
      (hc.isCompact.image (by fun_prop)) ?_ ?_ ?_
    · rintro _ ⟨t, _, rfl⟩
      exact Real.exp_pos _
    · intro x hx
      rcases le_or_gt x 0 with h | h
      · simp [logTrial, Real.sqrt_eq_zero_of_nonpos h]
      · have hn : Real.log x / L ∉ tsupport η := fun hm => hx ⟨_, hm, hlog x h⟩
        simp [logTrial, image_eq_zero_of_notMem_tsupport hn]
    · intro x hx
      exact (Real.contDiffAt_sqrt hx.ne').mul
        (hη.contDiffAt.comp x ((Real.contDiffAt_log.2 hx.ne').div_const L))
  refine ⟨hadm, ?_⟩
  -- the substitution x = exp (L t)
  have hsub : ∀ f : ℝ → ℝ,
      ∫ x in Ioi (0 : ℝ), f (Real.log x / L) / x = L * ∫ t, f t := by
    intro f
    have him : (fun t => Real.exp (L * t)) '' univ = Ioi 0 := by
      ext x
      constructor
      · rintro ⟨t, _, rfl⟩
        exact Real.exp_pos _
      · intro hx
        exact ⟨Real.log x / L, trivial, hlog x hx⟩
    have k := integral_image_eq_integral_abs_deriv_smul (s := univ)
      (f := fun t => Real.exp (L * t)) (f' := fun t => Real.exp (L * t) * (L * 1))
      MeasurableSet.univ
      (fun t _ => (((hasDerivAt_id' t).const_mul L).exp).hasDerivWithinAt)
      (fun a _ b _ hab => mul_left_cancel₀ hL.ne' (Real.exp_injective hab))
      (fun x => f (Real.log x / L) / x)
    rw [him, setIntegral_univ] at k
    rw [k, ← integral_const_mul]
    congr 1
    funext t
    have hp := Real.exp_pos (L * t)
    have e : L * t / L = t := by field_simp
    rw [abs_of_pos (by positivity), Real.log_exp, e, smul_eq_mul]
    field_simp
  have alg : ∀ s D E : ℝ, 0 < s → (1 / (2 * s) * E + s * (D * ((s * s)⁻¹ / L))
      - s * E / (2 * (s * s))) ^ 2 = D ^ 2 / L ^ 2 / (s * s) := by
    intro s D E hs
    field_simp
    ring
  have h1 : ∫ x in Ioi (0 : ℝ), (deriv (logTrial L η) x - logTrial L η x / (2 * x)) ^ 2
      = L * ∫ t, deriv η t ^ 2 / L ^ 2 := by
    refine Eq.trans (setIntegral_congr_fun measurableSet_Ioi fun x hx => ?_)
      (hsub fun t => deriv η t ^ 2 / L ^ 2)
    have hx' : 0 < x := hx
    have d1 := Real.hasDerivAt_sqrt hx'.ne'
    have d2 := (hη.differentiable (by simp) (Real.log x / L)).hasDerivAt.comp x
      ((Real.hasDerivAt_log hx'.ne').div_const L)
    have d3 : deriv (logTrial L η) x = 1 / (2 * √x) * η (Real.log x / L)
        + √x * (deriv η (Real.log x / L) * (x⁻¹ / L)) := (d1.mul d2).deriv
    have a := alg (√x) (deriv η (Real.log x / L)) (η (Real.log x / L)) (Real.sqrt_pos.2 hx')
    rw [Real.mul_self_sqrt hx'.le] at a
    rw [d3]
    exact a
  have h2 : ∫ x in Ioi (0 : ℝ), logTrial L η x ^ 2 / x ^ 2 = L * ∫ t, η t ^ 2 := by
    refine Eq.trans (setIntegral_congr_fun measurableSet_Ioi fun x hx => ?_)
      (hsub fun t => η t ^ 2)
    have hx' : 0 < x := hx
    simp only [logTrial]
    rw [mul_pow, Real.sq_sqrt hx'.le]
    field_simp
  rw [energy_eq hadm g, h1, h2, integral_div]
  generalize (∫ t, deriv η t ^ 2) = A
  generalize (∫ t, η t ^ 2) = B
  field_simp
  ring
```

Let $\eta$ be C¹ with compact support, let $L>0$, and write $t=\log x/L$. For $\psi=\sqrt x\,\eta(t)$,

$$\psi'-\frac{\psi}{2x}=\frac{\eta'(t)}{L\sqrt x},\qquad \frac{\psi^2}{x^2}=\frac{\eta(t)^2}{x},\qquad \frac{dx}{x}=L\,dt .$$

With $A=\int\eta'^2\,dt$ and $B=\int\eta^2\,dt$, the completed square becomes

$$E_g=\frac AL-\Big(g-\frac14\Big)LB .$$

In the proof, `hsub` is the substitution $x=e^{Lt}$, and `h1` and `h2` evaluate the two integrals.

In the limiting case $g=1/4$ the energy of this unnormalised state is $A/L$, which for nonzero $\eta$ is positive but small compared with $\int\psi^2/x^2=LB$ when $L$ is large. For nonzero $\eta$, the ratio $\int\psi'^2/\int\psi^2/x^2$ equals $1/4+A/(BL^2)$, so the constant 4 in Hardy's inequality is the best possible.

## The threshold is exact

```lean
/-- The energy in the potential `-g/x²` is bounded below, relative to the squared norm,
exactly when `g ≤ 1/4`. -/
theorem bounded_below_iff (g : ℝ) :
    (∃ C : ℝ, ∀ ψ, Admissible ψ → -C * ∫ x in Ioi (0 : ℝ), ψ x ^ 2 ≤ energy g ψ)
      ↔ g ≤ 1 / 4 := by
  constructor
  · rintro ⟨C, hC⟩
    by_contra hg
    have hg' : 0 < g - 1 / 4 := by linarith [not_le.1 hg]
    -- a wide logarithmic envelope has negative energy
    obtain ⟨ψ, hψ, hE⟩ : ∃ ψ, Admissible ψ ∧ energy g ψ < 0 := by
      obtain ⟨η, hη, hc, h0⟩ : ∃ η : ℝ → ℝ, ContDiff ℝ 1 η ∧ HasCompactSupport η ∧ η 0 ≠ 0 :=
        let b : ContDiffBump (0 : ℝ) := ⟨1, 2, one_pos, one_lt_two⟩
        ⟨b, b.contDiff, b.hasCompactSupport,
          (b.pos_of_mem_ball (Metric.mem_ball_self b.rOut_pos)).ne'⟩
      have hB : 0 < ∫ t, η t ^ 2 :=
        Continuous.integral_pos_of_hasCompactSupport_nonneg_nonzero (x := 0)
          (hη.continuous.pow 2)
          (HasCompactSupport.intro hc.isCompact
            (fun x hx => by simp [image_eq_zero_of_notMem_tsupport hx]))
          (fun x => sq_nonneg _) (pow_ne_zero 2 h0)
      have hA : 0 ≤ ∫ t, deriv η t ^ 2 := integral_nonneg fun t => sq_nonneg _
      have key := fun (L : ℝ) (hL : 0 < L) => logTrial_energy hη hc hL g
      generalize (∫ t, deriv η t ^ 2) = A at hA key
      generalize (∫ t, η t ^ 2) = B at hB key
      have hcB : 0 < (g - 1 / 4) * B := mul_pos hg' hB
      have hq : 0 ≤ A / ((g - 1 / 4) * B) := div_nonneg hA hcB.le
      have hm : A / ((g - 1 / 4) * B) * ((g - 1 / 4) * B) = A := div_mul_cancel₀ A hcB.ne'
      generalize A / ((g - 1 / 4) * B) = q at hq hm
      have hL : 0 < q + 1 := by linarith
      refine ⟨_, (key (q + 1) hL).1, ?_⟩
      rw [(key (q + 1) hL).2, sub_neg, div_lt_iff₀ hL]
      nlinarith [mul_nonneg hcB.le hq, mul_nonneg hcB.le (mul_nonneg hq hq)]
    -- squeezing that state drives the energy per unit norm below any bound
    have hN : 0 ≤ ∫ x in Ioi (0 : ℝ), ψ x ^ 2 := integral_nonneg fun x => sq_nonneg _
    have key := fun (l : ℝ) (hl : 0 < l) => dilation hψ g hl
    generalize (∫ x in Ioi (0 : ℝ), ψ x ^ 2) = N at hN key
    generalize energy g ψ = E at hE key
    have hE' : 0 < -E := by linarith
    have hq : 0 ≤ |C| * N / (-E) := by positivity
    have hm : |C| * N / (-E) * (-E) = |C| * N := div_mul_cancel₀ _ hE'.ne'
    generalize |C| * N / (-E) = q at hq hm
    have hl : 0 < q + 1 := by linarith
    obtain ⟨k1, k2, k3⟩ := key (q + 1) hl
    have hb := hC _ k1
    rw [k2, k3] at hb
    have hb2 := mul_le_mul_of_nonneg_left hb hl.le
    have e : (q + 1) * (-C * ((q + 1)⁻¹ * N)) = -C * N := by field_simp
    rw [e] at hb2
    have hCN : C * N ≤ |C| * N := mul_le_mul_of_nonneg_right (le_abs_self C) hN
    nlinarith [mul_nonneg hE'.le hq, mul_nonneg hE'.le (mul_nonneg hq hq)]
  · intro hg
    exact ⟨0, fun ψ hψ => by simpa using energy_nonneg hψ hg⟩

end

end InverseSquareHardy
```

The statement says that a real $C$ with $E_g(\psi)\ge-C\int\psi^2$ for all trial states exists if and only if $g\le1/4$.

If $g\le1/4$, then $C=0$ works by `energy_nonneg`.

If $g>1/4$, take a smooth bump $\eta$, so that $B>0$, and set $q=A/((g-\frac14)B)$. The choice $L=q+1$ satisfies $L^2>q$, which makes $E_g<0$. Call this energy $E$ and the state's squared norm $N$. Applied to the squeezed state, the supposed bound reads $-CN/l\le lE$, that is, $l^2(-E)\le CN$. Taking $l=|C|N/(-E)+1$ violates it. In Lean, `nlinarith` settles the final inequality in each of these two steps.

```lean
#print axioms InverseSquareHardy.hardy_inequality
#print axioms InverseSquareHardy.bounded_below_iff
```

```
'InverseSquareHardy.hardy_inequality' depends on axioms: [propext, Classical.choice, Quot.sound]
'InverseSquareHardy.bounded_below_iff' depends on axioms: [propext, Classical.choice, Quot.sound]
```
